# For finite matrices at an energy below all levels of H₀ + V, first Born bounds the T-matrix from above, and raising V raises T

A particle hops between a few sites with Hamiltonian $H_0$, and I add a repulsive potential $V$. At a real energy $E$ below all the levels I compute the full T-matrix $T = V + VGV$, where $G = (E - H_0 - V)^{-1}$, and compare it with the first Born approximation $T \approx V$. With one site, Born always comes out too high, and more repulsion always gives a larger $T$. With several sites $V$ and $H_0$ need not commute, and $V$ enters $T$ both outside and inside an inverse. Do both observations survive? And what if $V$ is attractive?

## Both survive while E stays below the levels of H₀ + V

For matrices, read $V \le W$ as "$W - V$ is positive semidefinite" (the Loewner order). Let $H_0$ be Hermitian, and put $A = H_0 - E$ and $M = A + V$. That $E$ lies below all levels of $H_0+V$ means that $M$ is positive definite. The sign of $V$ doesn't matter otherwise.

**Born error.** Since $G = -M^{-1}$, we have $V - T = VM^{-1}V$. For any vector $x$, $x^\dagger VM^{-1}Vx = (Vx)^\dagger M^{-1}(Vx) \ge 0$, so $T \le V$. Equality $T = V$ forces $Vx = 0$ for every $x$, hence $V = 0$.

**Monotonicity.** Substitute $V = M - A$:
$$T = V - (M-A)M^{-1}(M-A) = V - M + 2A - AM^{-1}A = A - AM^{-1}A.$$
Now $V$ appears only in the inverse. Let $D = W - V \ge 0$ and $N = A + W = M + D$, which is again positive definite. Then $M^{-1} - N^{-1} = N^{-1}DM^{-1}$, and inserting $M^{-1} = N^{-1} + M^{-1}DN^{-1}$ gives
$$M^{-1} - N^{-1} = N^{-1}DN^{-1} + N^{-1}DM^{-1}DN^{-1} \ge 0.$$
Hence $T(W) - T(V) = A(M^{-1}-N^{-1})A \ge 0$.

**One site.** With numbers $a$ and $v$ for $A$ and $V$, $T = av/(a+v)$ for $a+v>0$. If $a>0$, $T$ rises towards $a$ as $v\to\infty$, while Born grows without bound. Attraction is allowed until it pulls a level down to $E$. Beyond that, $a=1$, $v=-2$ gives $T=2$, although the larger potential $v=0$ gives $T=0$. So having $E$ below the levels of $H_0$ is not enough.

**Two sites.** Take $H_0 = \begin{pmatrix}0&-1\\-1&0\end{pmatrix}$, $E=-2$, $V=\mathrm{diag}(1,0)$ and $W = 1$. Then
$$T(V)=\begin{pmatrix}3/5&0\\0&0\end{pmatrix},\quad T(W)=\frac18\begin{pmatrix}5&-1\\-1&5\end{pmatrix},\quad T(W)-T(V)=\begin{pmatrix}1/40&-1/8\\-1/8&5/8\end{pmatrix}.$$
The difference has determinant $0$ and positive trace, so it is positive semidefinite, although its off-diagonal entries are negative: the order is not entrywise.

In the Lean file below, `green H E` is $(E-H)^{-1}$, `tMatrix H₀ V E` is $T$, and `BelowLevels H E` says that $H-E$ is positive definite. The main theorem, `tMatrix_mono_and_le_born`, takes a Hermitian `H₀`, `BelowLevels (H₀ + V) E` and `(W - V).PosSemidef`, and returns both inequalities as positive semidefinite differences. Hermiticity of $V$ follows from these hypotheses.

The matrices are complex and finite, and $E$ is real, so continuum scattering with $E + i0$ is not described. For a finite model with a static potential, the result fixes the sign of the first Born error below the spectrum.

```lean
import Mathlib

open Matrix
open scoped ComplexOrder

namespace BornUpperBound

noncomputable section

variable {n : Type*} [Fintype n] [DecidableEq n]

/-- The Green matrix `(E - H)⁻¹` at a real energy `E` that is not a level of `H`. -/
def green (H : Matrix n n ℂ) (E : ℝ) : Matrix n n ℂ :=
  ((E : ℂ) • (1 : Matrix n n ℂ) - H)⁻¹

/-- The full T-matrix `V + V G V`, where `G` is the Green matrix of `H₀ + V` and `E` is not
a level of `H₀ + V`. -/
def tMatrix (H₀ V : Matrix n n ℂ) (E : ℝ) : Matrix n n ℂ :=
  V + V * green (H₀ + V) E * V

/-- The energy `E` lies below all levels of `H`: the matrix `H - E` is positive definite. -/
def BelowLevels (H : Matrix n n ℂ) (E : ℝ) : Prop :=
  (H - (E : ℂ) • (1 : Matrix n n ℂ)).PosDef

/-- If `E` is a level neither of `H₀` nor of `H₀ + V`, the T-matrix solves the
Lippmann–Schwinger equation `T = V + V G₀ T` with the free Green matrix `G₀`. -/
theorem lippmann_schwinger (H₀ V : Matrix n n ℂ) (E : ℝ)
    (h₀ : IsUnit ((E : ℂ) • (1 : Matrix n n ℂ) - H₀).det)
    (h : IsUnit ((E : ℂ) • (1 : Matrix n n ℂ) - (H₀ + V)).det) :
    tMatrix H₀ V E = V + V * green H₀ E * tMatrix H₀ V E := by
  have key : ∀ P G₀ G : Matrix n n ℂ, G₀ * P = 1 → (P - V) * G = 1 →
      V + V * G * V = V + V * G₀ * (V + V * G * V) := by
    intro P G₀ G h1 h2
    linear_combination (norm := noncomm_ring) V * G₀ * h2 * V - V * h1 * G * V
  refine key _ _ _ (Matrix.nonsing_inv_mul _ h₀) ?_
  rw [sub_sub]
  exact Matrix.mul_nonsing_inv _ h

/-- Below all levels of `H`, the Green matrix is minus the inverse of the positive definite
matrix `H - E`. -/
theorem green_eq {H : Matrix n n ℂ} {E : ℝ} (h : BelowLevels H E) :
    green H E = -(H - (E : ℂ) • (1 : Matrix n n ℂ))⁻¹ := by
  have hu := (Matrix.isUnit_iff_isUnit_det _).mp (Matrix.PosDef.isUnit h)
  apply Matrix.inv_eq_right_inv
  rw [← neg_sub H, neg_mul_neg]
  exact Matrix.mul_nonsing_inv _ hu

/-- Inversion reverses the Loewner order: if `M ≤ N` are positive definite, then
`N⁻¹ ≤ M⁻¹`. -/
theorem inv_antitone {M N : Matrix n n ℂ} (hM : M.PosDef) (hN : N.PosDef)
    (hD : (N - M).PosSemidef) : (M⁻¹ - N⁻¹).PosSemidef := by
  have uM := (Matrix.isUnit_iff_isUnit_det _).mp hM.isUnit
  have uN := (Matrix.isUnit_iff_isUnit_det _).mp hN.isUnit
  have hMK := Matrix.mul_nonsing_inv M uM
  have hKM := Matrix.nonsing_inv_mul M uM
  have a : N⁻¹ * (N - M) = 1 - N⁻¹ * M := by
    rw [mul_sub, Matrix.nonsing_inv_mul N uN]
  have b : (N - M) * N⁻¹ = 1 - M * N⁻¹ := by
    rw [sub_mul, Matrix.mul_nonsing_inv N uN]
  -- the resolvent identity, iterated once, gives two terms `Bᴴ X B` with `X ≥ 0`
  have key : M⁻¹ - N⁻¹ =
      N⁻¹ * (N - M) * N⁻¹ + N⁻¹ * (N - M) * M⁻¹ * ((N - M) * N⁻¹) := by
    rw [a, b]
    linear_combination (norm := noncomm_ring)
      hKM * N⁻¹ + N⁻¹ * hMK - N⁻¹ * hMK * M * N⁻¹
  have p1 := hD.conjTranspose_mul_mul_same N⁻¹
  have p2 := hM.inv.posSemidef.conjTranspose_mul_mul_same ((N - M) * N⁻¹)
  rw [hN.inv.isHermitian.eq] at p1
  rw [Matrix.conjTranspose_mul, hN.inv.isHermitian.eq, hD.isHermitian.eq] at p2
  rw [key]
  exact p1.add p2

/-- Below all levels of `H₀ + V`, the T-matrix is `A - A (A + V)⁻¹ A` with `A = H₀ - E`,
so that the potential enters only through the inverse. -/
theorem tMatrix_eq {H₀ V : Matrix n n ℂ} {E : ℝ} (h : BelowLevels (H₀ + V) E) :
    tMatrix H₀ V E = (H₀ - (E : ℂ) • (1 : Matrix n n ℂ)) -
      (H₀ - (E : ℂ) • (1 : Matrix n n ℂ)) * (H₀ + V - (E : ℂ) • (1 : Matrix n n ℂ))⁻¹ *
        (H₀ - (E : ℂ) • (1 : Matrix n n ℂ)) := by
  have hu := (Matrix.isUnit_iff_isUnit_det _).mp (Matrix.PosDef.isUnit h)
  have key : ∀ A K : Matrix n n ℂ, (A + V) * K = 1 → K * (A + V) = 1 →
      V + V * (-K) * V = A - A * K * A := by
    intro A K h1 h2
    linear_combination (norm := noncomm_ring) A * h2 - h1 * V
  have e : H₀ - (E : ℂ) • (1 : Matrix n n ℂ) + V =
      H₀ + V - (E : ℂ) • (1 : Matrix n n ℂ) := by abel
  rw [tMatrix, green_eq h]
  apply key
  · rw [e]; exact Matrix.mul_nonsing_inv _ hu
  · rw [e]; exact Matrix.nonsing_inv_mul _ hu

/-- Below all levels of `H₀ + V`, the error of the first Born approximation is
`V - T = V (H₀ + V - E)⁻¹ V`. -/
theorem born_error {H₀ V : Matrix n n ℂ} {E : ℝ} (h : BelowLevels (H₀ + V) E) :
    V - tMatrix H₀ V E = V * (H₀ + V - (E : ℂ) • (1 : Matrix n n ℂ))⁻¹ * V := by
  rw [tMatrix, green_eq h, mul_neg, neg_mul]
  abel

/-- Let `H₀` be Hermitian and `E` below all levels of `H₀ + V`. If `V ≤ W` in the Loewner
order, then `T(V) ≤ T(W)`, and the first Born approximation is an upper bound, `T(V) ≤ V`. -/
theorem tMatrix_mono_and_le_born {H₀ V W : Matrix n n ℂ} {E : ℝ} (hH₀ : H₀.IsHermitian)
    (h : BelowLevels (H₀ + V) E) (hVW : (W - V).PosSemidef) :
    (tMatrix H₀ W E - tMatrix H₀ V E).PosSemidef ∧ (V - tMatrix H₀ V E).PosSemidef := by
  have hA : (H₀ - (E : ℂ) • (1 : Matrix n n ℂ)).IsHermitian := by
    simp [Matrix.IsHermitian, Matrix.conjTranspose_sub, Matrix.conjTranspose_smul, hH₀.eq]
  constructor
  · -- raising the potential from `V` to `W` keeps `E` below all levels
    have hW : BelowLevels (H₀ + W) E := by
      have s := Matrix.PosDef.add_posSemidef h hVW
      have e : H₀ + V - (E : ℂ) • (1 : Matrix n n ℂ) + (W - V) =
          H₀ + W - (E : ℂ) • (1 : Matrix n n ℂ) := by abel
      rwa [e] at s
    have hD : (H₀ + W - (E : ℂ) • (1 : Matrix n n ℂ) -
        (H₀ + V - (E : ℂ) • (1 : Matrix n n ℂ))).PosSemidef := by
      have e : H₀ + W - (E : ℂ) • (1 : Matrix n n ℂ) -
          (H₀ + V - (E : ℂ) • (1 : Matrix n n ℂ)) = W - V := by abel
      rwa [e]
    have p := (inv_antitone h hW hD).conjTranspose_mul_mul_same
      (H₀ - (E : ℂ) • (1 : Matrix n n ℂ))
    have e : ∀ A K L : Matrix n n ℂ,
        (A - A * L * A) - (A - A * K * A) = A * (K - L) * A := by
      intro A K L
      noncomm_ring
    rw [hA.eq] at p
    rw [tMatrix_eq h, tMatrix_eq hW, e]
    exact p
  · -- the Born error is `Vᴴ X V` with `X` positive definite
    have hV : V.IsHermitian := by
      have s := (Matrix.PosDef.isHermitian h).sub hA
      have e : H₀ + V - (E : ℂ) • (1 : Matrix n n ℂ) -
          (H₀ - (E : ℂ) • (1 : Matrix n n ℂ)) = V := by abel
      rwa [e] at s
    have p := (Matrix.PosDef.inv h).posSemidef.conjTranspose_mul_mul_same V
    rw [hV.eq] at p
    rw [born_error h]
    exact p

/-- For a Hermitian potential `V` and `E` below all levels of `H₀ + V`, the first Born approximation
is exact if and only if `V = 0`. -/
theorem born_exact_iff {H₀ V : Matrix n n ℂ} {E : ℝ} (hV : V.IsHermitian)
    (h : BelowLevels (H₀ + V) E) : tMatrix H₀ V E = V ↔ V = 0 := by
  constructor
  · intro hT
    have h0 := born_error h
    rw [hT, sub_self] at h0
    have hx : ∀ x : n → ℂ, V *ᵥ x = 0 := by
      intro x
      by_contra hne
      have hp := (Matrix.PosDef.inv h).dotProduct_mulVec_pos hne
      rw [Matrix.star_mulVec, hV.eq, ← Matrix.dotProduct_mulVec, Matrix.mulVec_mulVec,
        Matrix.mulVec_mulVec, ← h0, Matrix.zero_mulVec, dotProduct_zero] at hp
      exact lt_irrefl _ hp
    ext i j
    simpa using congrFun (hx (Pi.single j 1)) i
  · rintro rfl
    simp [tMatrix]

/-- For a repulsive potential `V ≥ 0` and `E` below all levels of `H₀`, the T-matrix lies
between zero and the first Born approximation: `0 ≤ T ≤ V`. -/
theorem repulsive_bounds {H₀ V : Matrix n n ℂ} {E : ℝ} (h : BelowLevels H₀ E)
    (hV : V.PosSemidef) :
    (tMatrix H₀ V E).PosSemidef ∧ (V - tMatrix H₀ V E).PosSemidef := by
  have hE : ((E : ℂ) • (1 : Matrix n n ℂ)).IsHermitian := by
    simp [Matrix.IsHermitian, Matrix.conjTranspose_smul]
  have hH₀ : H₀.IsHermitian := by
    have s := (Matrix.PosDef.isHermitian h).add hE
    rwa [sub_add_cancel] at s
  have hHV : BelowLevels (H₀ + V) E := by
    have s := Matrix.PosDef.add_posSemidef h hV
    rwa [sub_add_eq_add_sub] at s
  constructor
  · -- compare with the vanishing potential, whose T-matrix is zero
    have p := (tMatrix_mono_and_le_born (V := 0) (W := V) hH₀
      (by rwa [add_zero]) (by rwa [sub_zero])).1
    have z : tMatrix H₀ 0 E = 0 := by simp [tMatrix]
    rwa [z, sub_zero] at p
  · exact (tMatrix_mono_and_le_born (W := V) hH₀ hHV
      (by rw [sub_self]; exact Matrix.PosSemidef.zero)).2

/-- One free level at `0` and the energy `-1` below it: the attraction `-2` has `T = 2`,
whereas the larger potential `0` has `T = 0`. -/
theorem bound_state_breaks_monotonicity :
    BelowLevels (0 : Matrix (Fin 1) (Fin 1) ℂ) (-1) ∧
      tMatrix (0 : Matrix (Fin 1) (Fin 1) ℂ) !![-2] (-1) = !![2] ∧
      tMatrix (0 : Matrix (Fin 1) (Fin 1) ℂ) 0 (-1) = 0 := by
  refine ⟨?_, ?_, by simp [tMatrix]⟩
  · have e : (0 : Matrix (Fin 1) (Fin 1) ℂ) -
        ((-1 : ℝ) : ℂ) • (1 : Matrix (Fin 1) (Fin 1) ℂ) = 1 := by simp
    rw [BelowLevels, e]
    exact Matrix.PosDef.one
  · have e : ((-1 : ℝ) : ℂ) • (1 : Matrix (Fin 1) (Fin 1) ℂ) - (0 + !![-2]) = 1 := by
      ext i j
      fin_cases i
      fin_cases j
      norm_num
    rw [tMatrix, green, e, inv_one]
    ext i j
    fin_cases i
    fin_cases j
    norm_num [Matrix.mul_apply]

end

end BornUpperBound
```

```lean
#print axioms BornUpperBound.tMatrix_mono_and_le_born
#print axioms BornUpperBound.born_exact_iff
#print axioms BornUpperBound.repulsive_bounds
#print axioms BornUpperBound.bound_state_breaks_monotonicity
```

```
'BornUpperBound.tMatrix_mono_and_le_born' depends on axioms: [propext, Classical.choice, Quot.sound]
'BornUpperBound.born_exact_iff' depends on axioms: [propext, Classical.choice, Quot.sound]
'BornUpperBound.repulsive_bounds' depends on axioms: [propext, Classical.choice, Quot.sound]
'BornUpperBound.bound_state_breaks_monotonicity' depends on axioms: [propext, Classical.choice, Quot.sound]
```

`lippmann_schwinger` confirms that this $T$ is the usual one: if $E$ is a level of neither Hamiltonian, $G = G_0 + G_0VG$ with $G_0 = (E-H_0)^{-1}$, and so $T = V + VG_0T$.

`green_eq` supplies $G=-M^{-1}$, `born_error` the formula for $V-T$, and `tMatrix_eq` the form $A - AM^{-1}A$. `inv_antitone` proves $N^{-1}\le M^{-1}$ from the two-term identity for $M^{-1}-N^{-1}$. In `lippmann_schwinger`, `tMatrix_eq` and `inv_antitone`, `linear_combination (norm := noncomm_ring)` combines the relations between a matrix and its inverse without commuting factors. The triple products in `inv_antitone` and in the main theorem are positive semidefinite by `conjTranspose_mul_mul_same`: if $X\ge0$, then $B^\dagger XB\ge0$. The main theorem applies it with $B=A$ for monotonicity and $B=V$ for the Born bound.

`born_exact_iff` is the equality case. `repulsive_bounds` compares $V\ge0$ with zero potential and obtains $0\le T\le V$ for $E$ below the levels of $H_0$. `bound_state_breaks_monotonicity` is the one-site counterexample.
